# Force-force mobility is 9π/32 of the relaxation-time value for τ ∝ (energy)^(−1/2) in a nondegenerate three-dimensional parabolic band

Q: I have a force-force mobility for acoustic scattering, and I divide it by 9π/32 ≈ 0.884 to get the relaxation-time mobility. What justifies that step?

A: Two different averages of the same relaxation time τ. Let x > 0 be the carrier energy, measured from the band edge, over k_B T, q the magnitude of the charge, m the effective mass, and ⟨f⟩ the average of f with normalized weight proportional to x^(3/2) e^(−x). Then

μ_RT = (q/m) ⟨τ⟩

μ_FF = (q/m) / ⟨1/τ⟩

The first averages the time, the second the scattering rate.

```lean
import Mathlib

open MeasureTheory Set

namespace ForceForceMobility

noncomputable section
```

Q: Where does the weight come from?

A: In three dimensions the density of states gives x^(1/2), the squared velocity gives x, and Boltzmann statistics give e^(−x). `weight` is that product, and `energyAvg` divides by its integral.

```lean
/-- The unnormalized transport weight `x^(3/2) exp(-x)` at reduced energy `x > 0`. -/
def weight (x : ℝ) : ℝ := x ^ (3 / 2 : ℝ) * Real.exp (-x)

/-- The average of `f` over reduced energies `x > 0` with the normalized transport weight. -/
def energyAvg (f : ℝ → ℝ) : ℝ :=
  (∫ x in Ioi (0 : ℝ), f x * weight x) / ∫ x in Ioi (0 : ℝ), weight x
```

Q: And the mobilities are derived from the Boltzmann equation?

A: No, both formulas are definitions here. The first is the relaxation-time solution of the linearized equation; the second is the momentum balance of a rigidly displaced Maxwellian, to first order in the displacement. Degenerate statistics, nonparabolic bands and inelastic scattering not described by a τ(x) are not covered.

```lean
/-- The relaxation-time mobility `(q/m)⟨τ⟩` for charge `q` and effective mass `m ≠ 0`. -/
def mobility (q m : ℝ) (τ : ℝ → ℝ) : ℝ := q / m * energyAvg τ

/-- The force-force mobility `(q/m)/⟨1/τ⟩`, for `m ≠ 0`, `τ` nonzero at positive energies
and `⟨1/τ⟩ ≠ 0`. -/
def forceForceMobility (q m : ℝ) (τ : ℝ → ℝ) : ℝ :=
  q / m / energyAvg (fun x => 1 / τ x)
```

Q: Show me the integrals.

A: Each is a Gamma integral:

∫₀^∞ x^r x^(3/2) e^(−x) dx = Γ(5/2 + r), for r > −5/2

`weight_moment` proves convergence along with the value, by matching the integrand to Euler's. Setting r = 0 gives the normalization Γ(5/2), and division gives

⟨c x^r⟩ = c Γ(5/2 + r) / Γ(5/2)

```lean
/-- The moment of order `r > -5/2` of the transport weight converges and equals `Γ(5/2 + r)`. -/
theorem weight_moment {r : ℝ} (hr : -(5 / 2) < r) :
    IntegrableOn (fun x => x ^ r * weight x) (Ioi 0) ∧
      ∫ x in Ioi (0 : ℝ), x ^ r * weight x = Real.Gamma (5 / 2 + r) := by
  have hs : 0 < 5 / 2 + r := by linarith
  have h : ∀ x ∈ Ioi (0 : ℝ),
      Real.exp (-x) * x ^ (5 / 2 + r - 1) = x ^ r * weight x := by
    intro x hx
    have hx' : 0 < x := hx
    unfold weight
    rw [show 5 / 2 + r - 1 = r + 3 / 2 by ring, Real.rpow_add hx']
    ring
  refine ⟨(Real.GammaIntegral_convergent hs).congr_fun h measurableSet_Ioi, ?_⟩
  rw [Real.Gamma_eq_integral hs]
  exact (setIntegral_congr_fun measurableSet_Ioi h).symm

/-- The transport weight is integrable, with total `Γ(5/2)`, which is positive. -/
theorem weight_total :
    IntegrableOn weight (Ioi 0) ∧ ∫ x in Ioi (0 : ℝ), weight x = Real.Gamma (5 / 2) ∧
      0 < ∫ x in Ioi (0 : ℝ), weight x := by
  have h := weight_moment (r := 0) (by norm_num)
  simp only [Real.rpow_zero, one_mul, add_zero] at h
  refine ⟨h.1, h.2, ?_⟩
  rw [h.2]
  exact Real.Gamma_pos_of_pos (by norm_num)

/-- The average of a power law `c x^r` with `r > -5/2` is `c Γ(5/2 + r)/Γ(5/2)`. -/
theorem energyAvg_rpow (c : ℝ) {r : ℝ} (hr : -(5 / 2) < r) :
    energyAvg (fun x => c * x ^ r) = c * Real.Gamma (5 / 2 + r) / Real.Gamma (5 / 2) := by
  simp only [energyAvg, mul_assoc]
  rw [integral_const_mul, (weight_moment hr).2, weight_total.2.1]
```

Q: Is the underestimate peculiar to acoustic scattering?

A: The direction is general. For positive τ and any constant time a, expand the square:

(τ − a)²/τ = τ − 2a + a²/τ

Averaging gives

⟨(τ − a)²/τ⟩ = ⟨τ⟩ − 2a + a²⟨1/τ⟩

`energyAvg_spread` does this pointwise, then integrates term by term. That needs τ and 1/τ to be integrable against the weight, which are the hypotheses `h1` and `h2`.

```lean
/-- For positive `τ` with convergent averages of `τ` and `1/τ`, the spread `(τ - a)²/τ` about a
constant time `a` is integrable against the transport weight, and its average is `⟨τ⟩ - 2a +
a²⟨1/τ⟩`. -/
theorem energyAvg_spread {τ : ℝ → ℝ} (hpos : ∀ x, 0 < x → 0 < τ x)
    (h1 : IntegrableOn (fun x => τ x * weight x) (Ioi 0))
    (h2 : IntegrableOn (fun x => 1 / τ x * weight x) (Ioi 0)) (a : ℝ) :
    IntegrableOn (fun x => (τ x - a) ^ 2 / τ x * weight x) (Ioi 0) ∧
      energyAvg (fun x => (τ x - a) ^ 2 / τ x) =
        energyAvg τ - 2 * a + a ^ 2 * energyAvg (fun x => 1 / τ x) := by
  obtain ⟨hw, -, hZ⟩ := weight_total
  -- expand the square pointwise
  have e : ∀ x ∈ Ioi (0 : ℝ), τ x * weight x - 2 * a * weight x
      + a ^ 2 * (1 / τ x * weight x) = (τ x - a) ^ 2 / τ x * weight x := by
    intro x hx
    have ht : τ x ≠ 0 := (hpos x hx).ne'
    have h : (τ x - a) ^ 2 / τ x = τ x - 2 * a + a ^ 2 * (1 / τ x) := by
      field_simp
      ring
    rw [h]
    ring
  have i1 : IntegrableOn (fun x => τ x * weight x - 2 * a * weight x) (Ioi 0) :=
    h1.sub (hw.const_mul (2 * a))
  have i2 : IntegrableOn (fun x => a ^ 2 * (1 / τ x * weight x)) (Ioi 0) :=
    h2.const_mul (a ^ 2)
  refine ⟨IntegrableOn.congr_fun (i1.add i2) e measurableSet_Ioi, ?_⟩
  unfold energyAvg
  rw [← setIntegral_congr_fun measurableSet_Ioi e, integral_add i1 i2,
    integral_sub h1 (hw.const_mul (2 * a)), integral_const_mul, integral_const_mul,
    add_div, sub_div, mul_div_cancel_right₀ _ hZ.ne', mul_div_assoc]
```

A: The left side is never negative, so the quadratic in a has discriminant 4 − 4⟨τ⟩⟨1/τ⟩ ≤ 0, hence

⟨τ⟩⟨1/τ⟩ ≥ 1

Lean follows the same route through `discrim_le_zero`. For q/m > 0 this means μ_FF ≤ μ_RT.

```lean
/-- For every positive relaxation time with convergent averages, `⟨τ⟩⟨1/τ⟩ ≥ 1`. -/
theorem one_le_avg_mul_avg_inv {τ : ℝ → ℝ} (hpos : ∀ x, 0 < x → 0 < τ x)
    (h1 : IntegrableOn (fun x => τ x * weight x) (Ioi 0))
    (h2 : IntegrableOn (fun x => 1 / τ x * weight x) (Ioi 0)) :
    1 ≤ energyAvg τ * energyAvg (fun x => 1 / τ x) := by
  -- the average spread is a quadratic in `a` that is never negative
  have h : ∀ a : ℝ, 0 ≤ energyAvg (fun x => 1 / τ x) * (a * a) + (-2) * a + energyAvg τ := by
    intro a
    have s := (energyAvg_spread hpos h1 h2 a).2
    have n : 0 ≤ energyAvg (fun x => (τ x - a) ^ 2 / τ x) :=
      div_nonneg (setIntegral_nonneg measurableSet_Ioi fun x hx =>
        mul_nonneg (div_nonneg (sq_nonneg _) (hpos x hx).le)
          (mul_pos (Real.rpow_pos_of_pos hx _) (Real.exp_pos _)).le) weight_total.2.2.le
    nlinarith
  have d := discrim_le_zero h
  unfold discrim at d
  nlinarith
```

Q: Do the convergence hypotheses matter?

A: Take τ = x^(5/2). Then ⟨τ⟩ is finite, but 1/τ times the weight is e^(−x)/x, whose integral diverges at x = 0. Lean assigns a divergent integral the value 0, so the product becomes 0 and the stated inequality fails.

Q: When do the two formulas agree?

A: Put a = ⟨τ⟩ in the expansion:

⟨(τ − ⟨τ⟩)²/τ⟩ = ⟨τ⟩ (⟨τ⟩⟨1/τ⟩ − 1)

Since ⟨τ⟩ is nonzero, the product equals 1 exactly when the left side vanishes. A nonnegative integrand with zero integral is zero almost everywhere, and the weight is positive, so τ = ⟨τ⟩ at almost every x > 0. The `∀ᵐ` in the statement says exactly that.

```lean
/-- Equality `⟨τ⟩⟨1/τ⟩ = 1` holds exactly when the relaxation time equals its average at
almost every positive energy. -/
theorem avg_mul_avg_inv_eq_one_iff {τ : ℝ → ℝ} (hpos : ∀ x, 0 < x → 0 < τ x)
    (h1 : IntegrableOn (fun x => τ x * weight x) (Ioi 0))
    (h2 : IntegrableOn (fun x => 1 / τ x * weight x) (Ioi 0)) :
    energyAvg τ * energyAvg (fun x => 1 / τ x) = 1 ↔
      ∀ᵐ x ∂(volume.restrict (Ioi (0 : ℝ))), τ x = energyAvg τ := by
  obtain ⟨hint, s⟩ := energyAvg_spread hpos h1 h2 (energyAvg τ)
  have hA : energyAvg τ ≠ 0 := by
    intro h
    have hle := one_le_avg_mul_avg_inv hpos h1 h2
    rw [h, zero_mul] at hle
    linarith
  have hwpos : ∀ x ∈ Ioi (0 : ℝ), 0 < weight x := fun x hx =>
    mul_pos (Real.rpow_pos_of_pos hx _) (Real.exp_pos _)
  have hnn : 0 ≤ᵐ[volume.restrict (Ioi (0 : ℝ))]
      fun x => (τ x - energyAvg τ) ^ 2 / τ x * weight x := by
    filter_upwards [ae_restrict_mem measurableSet_Ioi] with x hx
    exact mul_nonneg (div_nonneg (sq_nonneg _) (hpos x hx).le) (hwpos x hx).le
  -- a vanishing spread means a constant relaxation time
  have hae : (∀ᵐ x ∂(volume.restrict (Ioi (0 : ℝ))), τ x = energyAvg τ) ↔
      ∫ x in Ioi (0 : ℝ), (τ x - energyAvg τ) ^ 2 / τ x * weight x = 0 := by
    rw [integral_eq_zero_iff_of_nonneg_ae hnn hint]
    constructor
    · intro h
      filter_upwards [h] with x hx
      simp [hx]
    · intro h
      filter_upwards [h, ae_restrict_mem measurableSet_Ioi] with x hx h0
      have hx' : (τ x - energyAvg τ) ^ 2 / τ x * weight x = 0 := hx
      have hq := (mul_eq_zero.1 hx').resolve_right (hwpos x h0).ne'
      have hs := (div_eq_zero_iff.1 hq).resolve_right (hpos x h0).ne'
      exact sub_eq_zero.1 ((pow_eq_zero_iff two_ne_zero).1 hs)
  have s' : (∫ x in Ioi (0 : ℝ), (τ x - energyAvg τ) ^ 2 / τ x * weight x) /
      (∫ x in Ioi (0 : ℝ), weight x) = energyAvg τ - 2 * energyAvg τ
        + energyAvg τ ^ 2 * energyAvg (fun x => 1 / τ x) := s
  rw [hae]
  constructor
  · intro h
    refine (div_eq_zero_iff.1 (s'.trans ?_)).resolve_right weight_total.2.2.ne'
    linear_combination energyAvg τ * h
  · intro h
    rw [h, zero_div] at s'
    exact mul_left_cancel₀ hA (by linear_combination -s')
```

Q: Now the number.

A: For τ = c x^r with c > 0, the rate is c⁻¹ x^(−r). Both averages converge when −5/2 < r < 5/2, and q/m and c cancel:

μ_FF/μ_RT = 1/(⟨τ⟩⟨1/τ⟩) = Γ(5/2)² / (Γ(5/2 + r) Γ(5/2 − r))

```lean
/-- For `τ = c x^r` with `|r| < 5/2`, the force-force mobility divided by the relaxation-time
mobility is `Γ(5/2)² / (Γ(5/2 + r) Γ(5/2 - r))`. -/
theorem powerLaw_ratio {q m c r : ℝ} (hq : 0 < q) (hm : 0 < m) (hc : 0 < c)
    (hr : -(5 / 2) < r) (hr' : r < 5 / 2) :
    forceForceMobility q m (fun x => c * x ^ r) / mobility q m (fun x => c * x ^ r) =
      Real.Gamma (5 / 2) ^ 2 / (Real.Gamma (5 / 2 + r) * Real.Gamma (5 / 2 - r)) := by
  -- the scattering rate is again a power law
  have h : energyAvg (fun x => 1 / (c * x ^ r)) = energyAvg (fun x => c⁻¹ * x ^ (-r)) := by
    unfold energyAvg
    congr 1
    refine setIntegral_congr_fun measurableSet_Ioi (fun x hx => ?_)
    have hx' : 0 < x := hx
    show 1 / (c * x ^ r) * weight x = c⁻¹ * x ^ (-r) * weight x
    rw [Real.rpow_neg hx'.le, one_div, mul_inv]
  have g0 : 0 < Real.Gamma (5 / 2) := Real.Gamma_pos_of_pos (by norm_num)
  have g1 : 0 < Real.Gamma (5 / 2 + r) := Real.Gamma_pos_of_pos (by linarith)
  have g2 : 0 < Real.Gamma (5 / 2 - r) := Real.Gamma_pos_of_pos (by linarith)
  unfold forceForceMobility mobility
  rw [h, energyAvg_rpow c hr, energyAvg_rpow c⁻¹ (by linarith : -(5 / 2) < -r),
    ← sub_eq_add_neg]
  generalize Real.Gamma (5 / 2 + r) = G1 at g1 ⊢
  generalize Real.Gamma (5 / 2 - r) = G2 at g2 ⊢
  generalize Real.Gamma (5 / 2) = G0 at g0 ⊢
  field_simp
```

A: Acoustic deformation-potential scattering, treated as elastic and with phonon energies far below k_B T, has a rate proportional to the density of states, so r = −1/2; c is the relaxation time at x = 1. With Γ(2) = 1, Γ(3) = 2 and Γ(5/2) = (3/2)(1/2)√π = 3√π/4,

μ_FF/μ_RT = (9π/16)/2 = 9π/32

The proof gets these values from Γ(s + 1) = s Γ(s), together with the library values Γ(2) = 1 and Γ(1/2) = √π.

```lean
/-- For acoustic scattering, `τ = c x^(-1/2)`, the force-force mobility divided by the
relaxation-time mobility is `9π/32`. -/
theorem acoustic_ratio {q m c : ℝ} (hq : 0 < q) (hm : 0 < m) (hc : 0 < c) :
    forceForceMobility q m (fun x => c * x ^ (-1 / 2 : ℝ)) /
      mobility q m (fun x => c * x ^ (-1 / 2 : ℝ)) = 9 * Real.pi / 32 := by
  have a1 : Real.Gamma (1 / 2 + 1) = 1 / 2 * Real.Gamma (1 / 2) :=
    Real.Gamma_add_one (by norm_num)
  have a2 : Real.Gamma (1 / 2 + 1 + 1) = (1 / 2 + 1) * Real.Gamma (1 / 2 + 1) :=
    Real.Gamma_add_one (by norm_num)
  have a3 : Real.Gamma (2 + 1) = 2 * Real.Gamma 2 := Real.Gamma_add_one (by norm_num)
  have h := powerLaw_ratio (r := -1 / 2) hq hm hc (by norm_num) (by norm_num)
  rw [h, show (5 / 2 + -1 / 2 : ℝ) = 2 by norm_num,
    show (5 / 2 - -1 / 2 : ℝ) = 2 + 1 by norm_num,
    show (5 / 2 : ℝ) = 1 / 2 + 1 + 1 by norm_num,
    a3, a2, a1, Real.Gamma_two, Real.Gamma_one_half_eq]
  have hp : Real.sqrt Real.pi ^ 2 = Real.pi := Real.sq_sqrt Real.pi_pos.le
  linear_combination (9 / 32) * hp
```

Q: Is it also proved that this ratio is below 1, not just read off a decimal?

A: Yes. The relaxation-time mobility is positive, so the strict inequality is equivalent to a ratio below 1, and π < 3.15 gives 9π/32 < 0.89.

```lean
/-- For acoustic scattering the force-force formula strictly underestimates the
relaxation-time mobility. -/
theorem acoustic_underestimate {q m c : ℝ} (hq : 0 < q) (hm : 0 < m) (hc : 0 < c) :
    forceForceMobility q m (fun x => c * x ^ (-1 / 2 : ℝ)) <
      mobility q m (fun x => c * x ^ (-1 / 2 : ℝ)) := by
  have hpos : 0 < mobility q m (fun x => c * x ^ (-1 / 2 : ℝ)) := by
    unfold mobility
    rw [energyAvg_rpow c (by norm_num : -(5 / 2) < (-1 / 2 : ℝ))]
    exact mul_pos (div_pos hq hm) (div_pos
      (mul_pos hc (Real.Gamma_pos_of_pos (by norm_num))) (Real.Gamma_pos_of_pos (by norm_num)))
  rw [← div_lt_one hpos, acoustic_ratio hq hm hc]
  linarith [Real.pi_lt_d2]

end

end ForceForceMobility
```

Q: So I can test my transport code with it?

A: You can test its energy averages, for nondegenerate independent carriers in one three-dimensional parabolic band with this power-law τ: the ratio 1/(⟨τ⟩⟨1/τ⟩) computed on your energy grid should reproduce 9π/32 up to discretization and cutoff error, whatever c is.

```lean
#print axioms ForceForceMobility.avg_mul_avg_inv_eq_one_iff
#print axioms ForceForceMobility.acoustic_underestimate
```

```
'ForceForceMobility.avg_mul_avg_inv_eq_one_iff' depends on axioms: [propext, Classical.choice, Quot.sound]
'ForceForceMobility.acoustic_underestimate' depends on axioms: [propext, Classical.choice, Quot.sound]
```
